# A null momentum in d dimensions leaves d − 2 photon polarizations of positive norm

For a real, nonzero, null momentum k in d spacetime dimensions with signature (+, −, …, −), complex polarization vectors e with k·e = 0 are supposed to satisfy −ē·e ≥ 0, with equality only for e proportional to k. Two of them should give the same field strength exactly when they differ by a multiple of k, which leaves d − 2 physical polarizations. I have only seen this argued by rotating k onto the z axis in four dimensions. Can it be proved for general d without choosing a frame, and checked in Lean?

## All three claims hold for every real nonzero null k

The three statements are true as posed, and the proof needs no rotation of k: the claim about the norm follows from one gauge shift that removes the time component of e, and the other two are linear algebra. Write d = n + 1, let μ and ν run over 0, …, n and i over 1, …, n, and take the bilinear product

a·b = a₀b₀ − Σᵢ aᵢbᵢ.

The potential is a plane wave A = e exp(−ik·x), with x the spacetime point. The condition k·k = 0 is the mass shell of a free massless photon, and k·e = 0 is the Lorenz gauge condition ∂·A = 0 for this wave. A gauge function ic exp(−ik·x), with c complex, shifts e to e + ck. With ē the componentwise complex conjugate, define

N(e) = −ē·e = Σᵢ |eᵢ|² − |e₀|²,

F_μν(e) = k_μ e_ν − e_μ k_ν.

F is the field strength with the factor −i exp(−ik·x) removed.

First, k₀ ≠ 0. If k₀ were zero, k·k = 0 would give Σᵢ kᵢ² = 0, and for real components that forces k = 0.

Second, N is unchanged by the shift. Since k is real, the conjugate of e + ck is ē + c̄k, so

N(e + ck) = N(e) − c (k·ē) − c̄ (k·e) − c̄c (k·k).

Here k·e = 0 by assumption, k·ē = 0 is its complex conjugate, and k·k = 0, so N(e + ck) = N(e).

Third, choose c = −e₀/k₀ and set v = e + ck. Then v₀ = 0 and

N(e) = N(v) = Σᵢ |vᵢ|² ≥ 0.

If N(e) = 0, every vᵢ vanishes, so v = 0 and e = −ck. Conversely, for any complex a the invariance applied to the zero vector gives N(ak) = N(0) = 0.

Fourth, suppose F(e) = F(e′) and pick an index μ with k_μ ≠ 0. Row μ of the equality reads

k_μ (e′_ν − e_ν) = (e′_μ − e_μ) k_ν for all ν,

so e′ = e + ck with c = (e′_μ − e_μ)/k_μ. Conversely, the shift changes F_μν by c k_μ k_ν − c k_μ k_ν = 0. This step uses only k ≠ 0.

Fifth, the linear map e ↦ k·e from ℂᵈ to ℂ is onto, because (z/k₀, 0, …, 0) goes to z for any complex z. Its kernel L therefore has dimension d − 1. The line ℂk lies in L because k·k = 0, and it has dimension 1 because k ≠ 0. Hence

dim (L / ℂk) = d − 2.

The Lean file follows these steps in the same order.

```lean
import Mathlib

open ComplexConjugate Module
open scoped ComplexOrder

namespace PhotonPolarization

noncomputable section

variable {n : ℕ}

/-- The bilinear Minkowski product `a₀ b₀ - Σᵢ aᵢ bᵢ` in spacetime dimension `d = n + 1`. -/
def mink {R : Type*} [CommRing R] (a b : Fin (n + 1) → R) : R :=
  a 0 * b 0 - ∑ i : Fin n, a i.succ * b i.succ

/-- A real momentum regarded as a complex vector. -/
def cplx (k : Fin (n + 1) → ℝ) : Fin (n + 1) → ℂ := fun μ => (k μ : ℂ)

/-- The linear functional `e ↦ k·e` on complex polarization vectors. -/
def dotK (k : Fin (n + 1) → ℝ) : (Fin (n + 1) → ℂ) →ₗ[ℂ] ℂ where
  toFun e := mink (cplx k) e
  map_add' e e' := by
    simp only [mink, Pi.add_apply, mul_add, Finset.sum_add_distrib]
    ring
  map_smul' c e := by
    simp only [mink, Pi.smul_apply, smul_eq_mul, RingHom.id_apply, mul_sub, Finset.mul_sum]
    congr 1
    · ring
    · exact Finset.sum_congr rfl fun i _ => by ring

/-- The polarizations obeying the Lorenz condition `k·e = 0`. -/
def lorenz (k : Fin (n + 1) → ℝ) : Submodule ℂ (Fin (n + 1) → ℂ) := LinearMap.ker (dotK k)

/-- The pure-gauge polarizations: complex multiples of `k`. -/
def pureGauge (k : Fin (n + 1) → ℝ) : Submodule ℂ (Fin (n + 1) → ℂ) :=
  Submodule.span ℂ {cplx k}

/-- Physical polarizations: Lorenz polarizations modulo the pure-gauge ones among them. -/
abbrev Physical (k : Fin (n + 1) → ℝ) :=
  lorenz k ⧸ (pureGauge k).comap (lorenz k).subtype

/-- The polarization norm `-conj(e)·e`. -/
def polNorm (e : Fin (n + 1) → ℂ) : ℂ := -mink (star e) e

/-- The momentum-space field strength `F_{μν} = k_μ e_ν - e_μ k_ν`. -/
def fieldStrength (k : Fin (n + 1) → ℝ) (e : Fin (n + 1) → ℂ) :
    Fin (n + 1) → Fin (n + 1) → ℂ :=
  fun μ ν => (k μ : ℂ) * e ν - e μ * (k ν : ℂ)

/-- A nonzero real null momentum has a nonzero time component. -/
theorem time_ne_zero {k : Fin (n + 1) → ℝ} (hk : k ≠ 0) (hn : mink k k = 0) : k 0 ≠ 0 := by
  intro h0
  apply hk
  have h : k 0 * k 0 - ∑ i : Fin n, k i.succ * k i.succ = 0 := hn
  have hs : ∑ i : Fin n, k i.succ * k i.succ = 0 := by
    rw [h0] at h
    linarith
  rw [Finset.sum_eq_zero_iff_of_nonneg fun i _ => mul_self_nonneg _] at hs
  funext μ
  refine Fin.cases h0 (fun i => ?_) μ
  exact mul_self_eq_zero.mp (hs i (Finset.mem_univ i))

/-- A null momentum, taken as a polarization, obeys the Lorenz condition. -/
theorem null_cplx {k : Fin (n + 1) → ℝ} (hn : mink k k = 0) : mink (cplx k) (cplx k) = 0 := by
  have h : mink (cplx k) (cplx k) = ((mink k k : ℝ) : ℂ) := by simp [mink, cplx]
  rw [h, hn]
  simp

/-- The polarization norm is the spatial squared modulus minus the temporal one. -/
theorem polNorm_eq (e : Fin (n + 1) → ℂ) :
    polNorm e = ∑ i : Fin n, conj (e i.succ) * e i.succ - conj (e 0) * e 0 := by
  rw [polNorm, mink, neg_sub]
  rfl

/-- For null `k` and `k·e = 0` the polarization norm is unchanged by `e → e + c k`. -/
theorem polNorm_gauge_invariant {k : Fin (n + 1) → ℝ} (hn : mink k k = 0)
    {e : Fin (n + 1) → ℂ} (he : mink (cplx k) e = 0) (c : ℂ) :
    polNorm (e + c • cplx k) = polNorm e := by
  have h1 : (k 0 : ℂ) * e 0 - ∑ i : Fin n, (k i.succ : ℂ) * e i.succ = 0 := he
  -- k is real, so the conjugate polarization is transverse too
  have h2 : (k 0 : ℂ) * conj (e 0) - ∑ i : Fin n, (k i.succ : ℂ) * conj (e i.succ) = 0 := by
    have h := congrArg (starRingEnd ℂ) h1
    simpa only [map_sub, map_sum, map_mul, Complex.conj_ofReal, map_zero] using h
  have h3 : (k 0 : ℂ) * k 0 - ∑ i : Fin n, (k i.succ : ℂ) * k i.succ = 0 := null_cplx hn
  have term : ∀ μ, conj ((e + c • cplx k) μ) * (e + c • cplx k) μ
      = conj (e μ) * e μ + c * ((k μ : ℂ) * conj (e μ)) + conj c * ((k μ : ℂ) * e μ)
        + conj c * c * ((k μ : ℂ) * k μ) := by
    intro μ
    simp only [cplx, Pi.add_apply, Pi.smul_apply, smul_eq_mul, map_add, map_mul,
      Complex.conj_ofReal]
    ring
  rw [polNorm_eq, polNorm_eq]
  simp only [term, Finset.sum_add_distrib, ← Finset.mul_sum]
  linear_combination -c * h2 - conj c * h1 - conj c * c * h3

/-- For nonzero null `k` and `k·e = 0`, the norm `-conj(e)·e` is real and nonnegative, and it
vanishes exactly when `e` is a multiple of `k`. -/
theorem polNorm_nonneg {k : Fin (n + 1) → ℝ} (hk : k ≠ 0) (hn : mink k k = 0)
    {e : Fin (n + 1) → ℂ} (he : mink (cplx k) e = 0) :
    0 ≤ polNorm e ∧ (polNorm e = 0 ↔ ∃ c : ℂ, e = c • cplx k) := by
  have h0 : (k 0 : ℂ) ≠ 0 := Complex.ofReal_ne_zero.mpr (time_ne_zero hk hn)
  -- pass to the temporal gauge v = e + c k with v₀ = 0
  obtain ⟨c, hc⟩ : ∃ c : ℂ, c * k 0 = -e 0 := ⟨-e 0 / k 0, div_mul_cancel₀ _ h0⟩
  obtain ⟨v, hv⟩ : ∃ v, v = e + c • cplx k := ⟨_, rfl⟩
  have hv0 : v 0 = 0 := by
    rw [hv]
    simp only [cplx, Pi.add_apply, Pi.smul_apply, smul_eq_mul]
    linear_combination hc
  have key : polNorm e = ∑ i : Fin n, conj (v i.succ) * v i.succ := by
    rw [← polNorm_gauge_invariant hn he c, ← hv, polNorm_eq, hv0, mul_zero, sub_zero]
  have pos : ∀ i ∈ (Finset.univ : Finset (Fin n)), 0 ≤ conj (v i.succ) * v i.succ :=
    fun i _ => star_mul_self_nonneg (v i.succ)
  refine ⟨key ▸ Finset.sum_nonneg pos, ?_, ?_⟩
  · intro h
    rw [key, Finset.sum_eq_zero_iff_of_nonneg pos] at h
    have hz : v = 0 := by
      funext μ
      refine Fin.cases hv0 (fun i => ?_) μ
      simpa using h i (Finset.mem_univ i)
    refine ⟨-c, ?_⟩
    rw [neg_smul]
    exact eq_neg_of_add_eq_zero_left (hv.symm.trans hz)
  · rintro ⟨a, rfl⟩
    have h := polNorm_gauge_invariant hn (e := 0) (by simp [mink]) a
    rw [zero_add] at h
    rw [h, polNorm_eq]
    simp

/-- For nonzero `k`, two polarizations give the same field strength exactly when they differ
by a multiple of `k`. -/
theorem fieldStrength_eq_iff {k : Fin (n + 1) → ℝ} (hk : k ≠ 0) (e e' : Fin (n + 1) → ℂ) :
    fieldStrength k e = fieldStrength k e' ↔ ∃ c : ℂ, e' = e + c • cplx k := by
  constructor
  · intro hF
    obtain ⟨μ, hμ⟩ := Function.ne_iff.mp hk
    have h0 : (k μ : ℂ) ≠ 0 := Complex.ofReal_ne_zero.mpr hμ
    obtain ⟨c, hc⟩ : ∃ c : ℂ, c * k μ = e' μ - e μ :=
      ⟨(e' μ - e μ) / k μ, div_mul_cancel₀ _ h0⟩
    refine ⟨c, funext fun ν => mul_left_cancel₀ h0 ?_⟩
    -- read off row μ of the field strength
    have h : (k μ : ℂ) * e ν - e μ * k ν = k μ * e' ν - e' μ * k ν :=
      congrFun (congrFun hF μ) ν
    simp only [cplx, Pi.add_apply, Pi.smul_apply, smul_eq_mul]
    linear_combination -h - (k ν : ℂ) * hc
  · rintro ⟨c, rfl⟩
    funext μ ν
    simp only [fieldStrength, cplx, Pi.add_apply, Pi.smul_apply, smul_eq_mul]
    ring

/-- For nonzero `k`, two Lorenz polarizations lie in the same physical class exactly when
their field strengths agree. -/
theorem physical_eq_iff {k : Fin (n + 1) → ℝ} (hk : k ≠ 0) (e e' : lorenz k) :
    (Submodule.Quotient.mk e' : Physical k) = Submodule.Quotient.mk e ↔
      fieldStrength k e = fieldStrength k e' := by
  rw [fieldStrength_eq_iff hk, Submodule.Quotient.eq, Submodule.mem_comap, pureGauge,
    Submodule.mem_span_singleton]
  refine exists_congr fun c => ?_
  rw [map_sub, Submodule.subtype_apply, Submodule.subtype_apply, eq_sub_iff_add_eq', eq_comm]

/-- For nonzero null `k` the space of physical polarizations has dimension `d - 2`,
where `d = n + 1`. -/
theorem finrank_physical {k : Fin (n + 1) → ℝ} (hk : k ≠ 0) (hn : mink k k = 0) :
    finrank ℂ (Physical k) + 2 = n + 1 := by
  have h0 : (k 0 : ℂ) ≠ 0 := Complex.ofReal_ne_zero.mpr (time_ne_zero hk hn)
  -- the Lorenz condition removes one dimension
  have hr : LinearMap.range (dotK k) = ⊤ := by
    refine LinearMap.range_eq_top.mpr fun z => ⟨Pi.single 0 (z / k 0), ?_⟩
    have hz : (k 0 : ℂ) * (z / k 0) = z := by field_simp
    show mink (cplx k) (Pi.single 0 (z / k 0)) = z
    simp [mink, cplx, hz]
  have h1 : 1 + finrank ℂ (lorenz k) = n + 1 := by
    have h := LinearMap.finrank_range_add_finrank_ker (dotK k)
    rw [hr, finrank_top, Module.finrank_self, Module.finrank_fin_fun] at h
    exact h
  -- the gauge direction removes another
  have hle : pureGauge k ≤ lorenz k :=
    (Submodule.span_singleton_le_iff_mem _ _).mpr (LinearMap.mem_ker.mpr (null_cplx hn))
  have hK : cplx k ≠ 0 := fun h => h0 (congrFun h 0)
  have h2 : finrank ℂ ((pureGauge k).comap (lorenz k).subtype) = 1 :=
    (Submodule.comapSubtypeEquivOfLe hle).finrank_eq.trans (finrank_span_singleton hK)
  have h3 : finrank ℂ (Physical k) + finrank ℂ ((pureGauge k).comap (lorenz k).subtype)
      = finrank ℂ (lorenz k) := Submodule.finrank_quotient_add_finrank _
  omega

/-- For real nonzero null `k` in dimension `d = n + 1`: Lorenz polarizations have
`-conj(e)·e ≥ 0` with equality exactly for multiples of `k`, share a field strength exactly
when they differ by a multiple of `k`, and their quotient has dimension `d - 2`. -/
theorem physical_polarizations {k : Fin (n + 1) → ℝ} (hk : k ≠ 0) (hn : mink k k = 0) :
    (∀ e ∈ lorenz k, 0 ≤ polNorm e ∧ (polNorm e = 0 ↔ ∃ c : ℂ, e = c • cplx k)) ∧
    (∀ e e' : lorenz k, fieldStrength k e = fieldStrength k e' ↔
      ∃ c : ℂ, (e' : Fin (n + 1) → ℂ) = e + c • cplx k) ∧
    finrank ℂ (Physical k) + 2 = n + 1 :=
  ⟨fun e he => polNorm_nonneg hk hn
      (LinearMap.mem_ker.mp (show e ∈ LinearMap.ker (dotK k) from he)),
    fun e e' => fieldStrength_eq_iff hk e e', finrank_physical hk hn⟩

/-- In four dimensions `k = (1,0,0,1)` is nonzero and null, and `e = (0,1,i,0)` obeys
`k·e = 0` with `-conj(e)·e = 2`. -/
theorem physical_polarizations_witness :
    (![1, 0, 0, 1] : Fin (3 + 1) → ℝ) ≠ 0 ∧
    mink (n := 3) (![1, 0, 0, 1] : Fin (3 + 1) → ℝ) ![1, 0, 0, 1] = 0 ∧
    mink (n := 3) (cplx ![1, 0, 0, 1]) ![0, 1, Complex.I, 0] = 0 ∧
    polNorm (n := 3) ![0, 1, Complex.I, 0] = 2 := by
  refine ⟨fun h => by simpa using congrFun h 0, ?_, ?_, ?_⟩
  · simp [mink, Fin.sum_univ_succ]
  · simp [mink, cplx, Fin.sum_univ_succ]
  · rw [polNorm_eq]
    simp [Fin.sum_univ_succ]
    norm_num

end

end PhotonPolarization
```

```lean
#print axioms PhotonPolarization.physical_eq_iff
#print axioms PhotonPolarization.physical_polarizations
```

```
'PhotonPolarization.physical_eq_iff' depends on axioms: [propext, Classical.choice, Quot.sound]
'PhotonPolarization.physical_polarizations' depends on axioms: [propext, Classical.choice, Quot.sound]
```

## The objects and what they fix

Vectors are functions on `Fin (n + 1)`, with index `0` the time component; `i.succ` for `i : Fin n` runs over the spatial indices 1, …, n. The product `mink` has signature (+, −, …, −), carries no conjugation, and serves for both real and complex vectors. The momentum is real and enters complex expressions as `cplx k`. The map e ↦ k·e is `dotK k`, its kernel L is `lorenz k`, and ℂk is `pureGauge k`. The type `Physical k` is L modulo those of its elements that lie in ℂk, which is what the `comap` along `(lorenz k).subtype` expresses. The function `polNorm` is N, with `star e` for ē. The function `fieldStrength` is F, in the same components as `mink`. These can be read as all covariant or all contravariant, because `mink` has the same form in both cases; passing from one reading to the other only flips signs of entries of F.

The theorem `physical_polarizations` assumes `hk : k ≠ 0` and `hn : mink k k = 0` and concludes three things. For every e in `lorenz k`, `0 ≤ polNorm e`, and `polNorm e = 0` exactly when e = ck for some complex c. Since `polNorm e` is a complex number, the inequality is in the partial order of ℂ and says that N(e) is real and nonnegative. For e and e′ in `lorenz k`, the field strengths agree exactly when e′ = e + ck. Finally `finrank ℂ (Physical k) + 2 = n + 1`, the complex dimension written without subtracting natural numbers. The separate theorem `physical_eq_iff` adds that two Lorenz polarizations have the same class in `Physical k` exactly when their field strengths agree.

No hypothesis d ≥ 2 appears, because at d = 1 the condition k₀² = 0 leaves no nonzero null vector. At d = 2 the dimension is zero: every Lorenz polarization is pure gauge and N vanishes on all of L. The sign of k₀ is left free. In `physical_polarizations_witness`, d = 4, k = (1, 0, 0, 1) and e = (0, 1, i, 0) satisfy the hypotheses with N(e) = 2; the normalised circular polarization is e/√2, with N = 1.

In tree-level QED this identifies the polarization states of an external photon line, two in four dimensions, for a free field at one fixed on-shell momentum. It is the single-mode linear algebra behind the Gupta–Bleuler construction, where zero-norm states are divided out of the Lorenz-constrained ones; Fock space, field operators and wave packets do not appear. The mass shell and the Lorenz condition are assumed and not derived from Maxwell's equations. The file shows that N is constant along gauge shifts but builds no inner product on `Physical k`, and it contains no Lorentz transformations, helicity, polarization sums or Ward identity.

## How the lemmas follow the five steps

`time_ne_zero` is the first step: it sets k₀ = 0, obtains a vanishing sum of squares, and uses `Finset.sum_eq_zero_iff_of_nonneg` to make each term zero. `null_cplx` carries k·k = 0 from ℝ to ℂ, and `polNorm_eq` writes N as the spatial sum minus the time term.

In `polNorm_gauge_invariant`, the equations `h1`, `h2` and `h3` are k·e = 0, k·ē = 0 and k·k = 0 in components, with `h2` obtained by conjugating `h1` and using that k is real. The identity `term` expands |e_μ + ck_μ|² into four terms for each μ. The closing `linear_combination` has the coefficients −c, −c̄ and −c̄c of the expansion above.

`polNorm_nonneg` picks c with ck₀ = −e₀, names the shifted vector `v`, and shows `hv0 : v 0 = 0`. Then `key` is N(e) = Σᵢ |vᵢ|² and `pos` says that each term is nonnegative. The equality case sets each vᵢ to zero and returns the multiple −c; the converse applies gauge invariance with `e := 0`.

`fieldStrength_eq_iff` holds for arbitrary e and e′ in ℂᵈ. It takes μ with k_μ ≠ 0, defines c by ck_μ = e′_μ − e_μ, multiplies the goal by k_μ through `mul_left_cancel₀`, and closes it with row μ of the assumed equality. The converse is a polynomial identity settled by `ring`. `physical_eq_iff` rewrites equality of classes as e′ − e ∈ ℂk and matches that with this lemma.

In `finrank_physical`, `hr` is surjectivity, with `Pi.single 0 (z / k 0)` as the preimage of z, and `h1` is rank–nullity in the form 1 + dim L = n + 1. Then `hle` places ℂk inside L, `h2` gives it dimension 1 as a subspace of L, and `h3` is dim (L / ℂk) + dim ℂk = dim L. The tactic `omega` combines `h1`, `h2` and `h3` into the count.
